# The Boltzmann operator exp(-βH) of a finite-dimensional Hermitian H multiplies each eigenvector of energy e by exp(-βe)

Let H be a Hermitian operator on a finite-dimensional complex inner product space, and define exp(-βH), without division by a partition function, by weighting the projection on each vector of an orthonormal eigenbasis with the Boltzmann factor of its level. The theorem `boltzmann_apply_eigenvector` states that if H x = e x with e real, then exp(-βH) x = exp(-βe) x, for every real β. The vector x need not be normalised or belong to the chosen basis, and it may be zero. The proof compares the two sides term by term in the eigenbasis: either the level equals e, or x has no component along that basis vector. The common factor exp(-βe) is then taken out of the sum, and what remains is the expansion of x.

This version doesn't compile in Lean 4 with Mathlib:

```lean
import Mathlib

open Module
open scoped InnerProductSpace

namespace BoltzmannApplyEigenvector

noncomputable section

variable {E : Type*} [NormedAddCommGroup E] [InnerProductSpace ℂ E]

variable [FiniteDimensional ℂ E] {H : E →ₗ[ℂ] E}

/-- The energy levels of a Hermitian operator `H`, repeated according to degeneracy. -/
def level (hH : H.IsSymmetric) (i : Fin (finrank ℂ E)) : ℝ := hH.eigenvalues rfl i

/-- An orthonormal basis of eigenvectors of a Hermitian operator `H`. -/
def eigenbasis (hH : H.IsSymmetric) : OrthonormalBasis (Fin (finrank ℂ E)) ℂ E :=
  hH.eigenvectorBasis rfl

/-- The operator `exp(-βH)`, which weights the projection on each eigenvector of `H`
by the Boltzmann factor of its level. -/
def boltzmann (hH : H.IsSymmetric) (β : ℝ) : E →ₗ[ℂ] E where
  toFun x := ∑ i, (((Real.exp (-β * level hH i) : ℝ) : ℂ) * ⟪eigenbasis hH i, x⟫_ℂ) •
    eigenbasis hH i
  map_add' x y := by
    simp only [inner_add_right, mul_add, add_smul, Finset.sum_add_distrib]
  map_smul' a x := by
    simp only [inner_smul_right, Finset.smul_sum, smul_smul, RingHom.id_apply, mul_left_comm]

/-- The component of `H x` along an eigenvector is the level times the component of `x`. -/
theorem inner_eigenbasis_apply (hH : H.IsSymmetric) (x : E) (i : Fin (finrank ℂ E)) :
    ⟪eigenbasis hH i, H x⟫_ℂ = (level hH i : ℂ) * ⟪eigenbasis hH i, x⟫_ℂ := by
  have h : H (eigenbasis hH i) = (level hH i : ℂ) • eigenbasis hH i :=
    hH.apply_eigenvectorBasis rfl i
  rw [← hH (eigenbasis hH i) x, h, inner_smul_left, Complex.conj_ofReal]

/-- On every vector with `H x = e x`, for real `e`, the operator `exp(-βH)` acts as
multiplication by `exp(-βe)`. -/
theorem boltzmann_apply_eigenvector (hH : H.IsSymmetric) (β : ℝ) {x : E} {e : ℝ}
    (hx : H x = (e : ℂ) • x) :
    boltzmann hH β x = ((Real.exp (-β * e) : ℝ) : ℂ) • x := by
  have key : boltzmann hH β x =
      ∑ i, ((Real.exp (-β * e) : ℝ) : ℂ) • (⟪eigenbasis hH i, x⟫_ℂ • eigenbasis hH i) := by
    refine Finset.sum_congr rfl fun i _ => ?_
    have h := inner_eigenbasis_apply hH x i
    rw [hx, inner_smul_right] at h
    -- either the level equals `e`, or `x` has no component along this eigenvector
    rcases mul_eq_mul_right_iff.1 h with h | h
    · rw [smul_smul, Complex.ofReal_injective h]
    · rw [h, mul_zero, zero_smul, smul_zero]
  rw [key, ← Finset.smul_sum, (eigenbasis hH).sum_repr' x]

end

end BoltzmannApplyEigenvector
```

Compiling this gives:

```
Main.lean:45:11: error: typeclass instance problem is stuck
  AddCommMonoid ?m.89

Note: Lean will not try to resolve this typeclass instance problem because the type argument to `AddCommMonoid` is a metavariable. This argument must be fully determined before Lean will try to resolve the typeclass.

Hint: Adding type annotations and supplying implicit arguments to functions can give Lean more information for typeclass resolution. For example, if you have a variable `x` that you intend to be a `Nat`, but Lean reports it as having an unresolved type like `?m`, replacing `x` with `(x : Nat)` can get typeclass resolution un-stuck.
```

The error is at `Finset.sum_congr`, in the first step of the proof of `key`. That lemma proves an equality between two finite sums, but the left side of the goal is written `boltzmann hH β x`. It is a sum only once the definition of `boltzmann` is unfolded, and Lean did not get the sum's data from it in this form. The type of the summands was still unknown, the `?m.89` of the message, when Lean needed an `AddCommMonoid` instance on it, so the instance search was stuck. The space `E` does not lack such an instance.

The added `change` restates the left side as the sum that defines `boltzmann`, which Lean accepts because the two are equal by definition; the `_` leaves the right side as it was. Both sides are now visibly sums over the same index set, so `Finset.sum_congr` can read off the type `E` and its instance, and the rest of the proof goes through unchanged.

The change, after which it compiles:

```diff
@@ -43,4 +43,6 @@
   have key : boltzmann hH β x =
       ∑ i, ((Real.exp (-β * e) : ℝ) : ℂ) • (⟪eigenbasis hH i, x⟫_ℂ • eigenbasis hH i) := by
+    change ∑ i, (((Real.exp (-β * level hH i) : ℝ) : ℂ) * ⟪eigenbasis hH i, x⟫_ℂ) •
+      eigenbasis hH i = _
     refine Finset.sum_congr rfl fun i _ => ?_
     have h := inner_eigenbasis_apply hH x i
```
